# A quadratic alloy property is fixed on the composition simplex by its pure and equimolar binary values

Two people fit the same quaternary data with a general quadratic in the four concentrations, and their coefficient tables disagree although the predictions are identical. I ran into this with a term $c_0^2$ in one table that appeared as $c_0-c_0c_1-c_0c_2-c_0c_3$ in the other. Since the concentrations sum to one, these are the same function, so I can't read any single coefficient as a property of the alloy.

The usual bowing formula, with end-member values and one parameter per pair, looks like a way out. But is it as general as the full quadratic, or does it drop something that only shows in ternary and quaternary samples? And are its parameters unique?

## Nothing is lost at second order, and the parameters are unique

Label the $M$ components $0,\dots,M-1$, with concentrations $c_i\ge 0$ and $\sum_i c_i=1$. Every real polynomial $p$ of total degree at most 2 satisfies, at all such compositions,

$$p(c)=\sum_i c_iP_i-\sum_{i<j}b_{ij}c_ic_j$$

for exactly one choice of the $P_i$ and the $b_{ij}$ with $i<j$. With $e_i$ the composition of pure component $i$,

$$P_i=p(e_i),\qquad b_{ij}=2p(e_i)+2p(e_j)-4p\big(\tfrac12(e_i+e_j)\big).$$

**Make every term quadratic.** Write $p(c)=a+\sum_i l_ic_i+\sum_{i,j}q_{ij}c_ic_j$. Multiply the constant by $(\sum_i c_i)^2=1$ and the linear part by $\sum_j c_j=1$. This gives

$$p(c)=\sum_{i,j}A_{ij}c_ic_j,\qquad A_{ij}=a+l_i+q_{ij}.$$

**Remove the squares.** From $c_i\sum_j c_j=c_i$ follows $c_i^2=c_i-\sum_{j\ne i}c_ic_j$, so

$$p(c)=\sum_i A_{ii}c_i-\sum_{i\ne j}(A_{ii}-A_{ij})c_ic_j.$$

The ordered pairs $(i,j)$ and $(j,i)$ share the product $c_ic_j$. Adding their coefficients gives the bowing formula with $P_i=A_{ii}$ and $b_{ij}=A_{ii}+A_{jj}-A_{ij}-A_{ji}$.

**Read off the coefficients.** At $e_i$ all pair products vanish and the formula returns $P_i$. At $xe_i+(1-x)e_j$ only one pair survives:

$$p=xP_i+(1-x)P_j-b_{ij}x(1-x).$$

At $x=\tfrac12$ this is $p=\tfrac12(P_i+P_j)-\tfrac14b_{ij}$, which solves to the expression for $b_{ij}$ above. Any valid set of coefficients must therefore be this one.

So $M$ pure values and $M(M-1)/2$ equimolar binary values determine $p$ on the whole simplex. For a quaternary that is 10 numbers, against 15 coefficients in the general quadratic; the surplus is what made your two tables differ.

At third order this fails. The cubic $c_0c_1c_2$ is zero on every binary edge of a ternary alloy, but equals $1/27$ at the equimolar ternary composition. For three components, a degree bound of 3 is thus too weak, even if the binary edges are known in full.

In the smallest cases, $M=1$ leaves one composition and one number $P_0$, with no bowing. For $M=2$ the simplex is a single binary edge, and the formula is the familiar parabola with one bowing parameter.

## What the Lean statements say

The property is `p : MvPolynomial (Fin M) ℝ` with `p.totalDegree ≤ 2`, its value at a composition is `eval c p`, and the allowed compositions form `stdSimplex ℝ (Fin M)`. The pure component $e_i$ is `endMember i`. In `binary i j x`, the fraction `x` belongs to the first-named component `i`; many alloy formulas attach $x$ to the second. For `i < j` and `0 < x < 1`, a positive `b i j` puts the property of this binary alloy below the linear mean.

- `eq_bowingLaw_iff` says that a bowing law holds on the whole simplex exactly when its coefficients are the values given above.
- `existsUnique_bowingLaw` states existence and uniqueness. Since `bowingLaw` reads only the entries of `b` with `i < j`, the others are required to be zero; otherwise they would be arbitrary.
- `eq_of_binary_data` says that two such polynomials with the same pure and equimolar binary values agree at every composition.
- `ternary_term_invisible` is the cubic example.

The degree bound is assumed. One model that satisfies it is a fully random alloy with composition-independent pair interactions, whose atoms sit on the sites of a lattice that is the same, lattice constant included, at every composition: its mean energy per site is quadratic in the concentrations. Where such a model describes the energies from electronic-structure calculations, those of the pure components and of the random equimolar binary alloys, all taken on this lattice, fix the energy of every random alloy of these components. The energy of an ordered equimolar compound is in general not a substitute for that of the random alloy. Whether a measured band gap or lattice parameter is a quadratic function of composition is a separate, empirical matter.

```lean
import Mathlib

open MvPolynomial

namespace MulticomponentBowing

noncomputable section

variable {M : ℕ}

/-- The bowing law: the concentration-weighted mean of the values `P i`, minus
`b i j * c i * c j` summed over the pairs `i < j`. -/
def bowingLaw (P : Fin M → ℝ) (b : Fin M → Fin M → ℝ) (c : Fin M → ℝ) : ℝ :=
  ∑ i, c i * P i - ∑ i, ∑ j, if i < j then b i j * c i * c j else 0

/-- The composition of the pure component `i`. -/
def endMember (i : Fin M) : Fin M → ℝ := fun k => if k = i then 1 else 0

/-- The composition with a fraction `x` of component `i` and `1 - x` of component `j`. -/
def binary (i j : Fin M) (x : ℝ) : Fin M → ℝ :=
  fun k => (if k = i then x else 0) + (if k = j then 1 - x else 0)

/-- The bowing parameter of the pair `i`, `j`, read off from a property `f` at the two
end members and at the equimolar binary alloy. -/
def bowingParameter (f : (Fin M → ℝ) → ℝ) (i j : Fin M) : ℝ :=
  2 * f (endMember i) + 2 * f (endMember j) - 4 * f (binary i j (1 / 2))

/-- Pure components are points of the composition simplex. -/
theorem endMember_mem (i : Fin M) : endMember i ∈ stdSimplex ℝ (Fin M) := by
  refine ⟨fun k => ?_, ?_⟩
  · simp only [endMember]
    split_ifs <;> norm_num
  · simp [endMember]

/-- Binary alloys with a fraction `x` between 0 and 1 are points of the composition simplex. -/
theorem binary_mem (i j : Fin M) {x : ℝ} (h0 : 0 ≤ x) (h1 : x ≤ 1) :
    binary i j x ∈ stdSimplex ℝ (Fin M) := by
  refine ⟨fun k => ?_, ?_⟩
  · simp only [binary]
    split_ifs <;> linarith
  · simp [binary, Finset.sum_add_distrib]

/-- When the concentrations sum to one, a monomial of degree at most `n + 1` is a linear
form times a monomial of degree at most `n`. -/
theorem monomial_peel {n : ℕ} (d : Fin M → ℕ) (hd : ∑ i, d i ≤ n + 1) :
    ∃ (w : Fin M → ℝ) (e : Fin M → ℕ), ∑ i, e i ≤ n ∧
      ∀ c : Fin M → ℝ, ∑ i, c i = 1 →
        ∏ i, c i ^ d i = (∑ i, w i * c i) * ∏ i, c i ^ e i := by
  by_cases h : ∀ i, d i = 0
  · -- the constant 1 is the sum of the concentrations
    exact ⟨fun _ => 1, fun _ => 0, by simp, fun c hc => by simp [h, hc]⟩
  · obtain ⟨k, hk⟩ := not_forall.mp h
    -- split off one factor `c k`
    obtain ⟨e, he⟩ : ∃ e : Fin M → ℕ, ∀ i, d i = e i + if k = i then 1 else 0 := by
      refine ⟨fun i => d i - if k = i then 1 else 0, fun i => ?_⟩
      show d i = (d i - if k = i then 1 else 0) + if k = i then 1 else 0
      split_ifs with hi
      · subst hi
        omega
      · omega
    refine ⟨fun i => if k = i then 1 else 0, e, ?_, fun c _ => ?_⟩
    · have hsum : ∑ i, d i = ∑ i, e i + 1 := by simp [he, Finset.sum_add_distrib]
      omega
    · have hp : ∏ i, c i ^ (if k = i then 1 else 0) = c k :=
        (Fintype.prod_eq_single k (fun x hx => by simp [hx.symm])).trans (by simp)
      have hs : ∑ i, (if k = i then (1 : ℝ) else 0) * c i = c k := by simp
      simp only [he, pow_add, Finset.prod_mul_distrib]
      rw [hp, hs, mul_comm]

/-- A polynomial of total degree at most 2 equals a quadratic form wherever the
concentrations sum to one. -/
theorem exists_quadratic_form (p : MvPolynomial (Fin M) ℝ) (hp : p.totalDegree ≤ 2) :
    ∃ A : Fin M → Fin M → ℝ, ∀ c : Fin M → ℝ, ∑ i, c i = 1 →
      eval c p = ∑ i, ∑ j, A i j * c i * c j := by
  have key : ∀ d : Fin M →₀ ℕ, ∃ B : Fin M → Fin M → ℝ, d ∈ p.support →
      ∀ c : Fin M → ℝ, ∑ i, c i = 1 →
        ∏ i, c i ^ d i = ∑ i, ∑ j, B i j * c i * c j := by
    intro d
    by_cases hd : d ∈ p.support
    · have h2 := (le_totalDegree hd).trans hp
      rw [Finsupp.sum_fintype _ _ (fun _ => rfl)] at h2
      -- peel off two linear forms; nothing remains
      obtain ⟨w, e, he, hw⟩ := monomial_peel (n := 1) d h2
      obtain ⟨v, f, hf, hv⟩ := monomial_peel (n := 0) e he
      have hf0 : ∀ i, f i = 0 := by
        intro i
        have hi := Finset.single_le_sum (f := f) (fun _ _ => Nat.zero_le _)
          (Finset.mem_univ i)
        omega
      refine ⟨fun i j => w i * v j, fun _ c hc => ?_⟩
      rw [hw c hc, hv c hc]
      simp only [hf0, pow_zero, Finset.prod_const_one, mul_one, Finset.sum_mul_sum]
      refine Finset.sum_congr rfl fun i _ => Finset.sum_congr rfl fun j _ => ?_
      ring
    · exact ⟨fun _ _ => 0, fun h => absurd h hd⟩
  choose B hB using key
  refine ⟨fun i j => ∑ d ∈ p.support, p.coeff d * B d i j, fun c hc => ?_⟩
  rw [eval_eq']
  calc _ = ∑ d ∈ p.support, ∑ i, ∑ j, p.coeff d * B d i j * c i * c j := by
        refine Finset.sum_congr rfl fun d hd => ?_
        rw [hB d hd c hc, Finset.mul_sum]
        refine Finset.sum_congr rfl fun i _ => ?_
        rw [Finset.mul_sum]
        refine Finset.sum_congr rfl fun j _ => ?_
        ring
    _ = _ := by
        rw [Finset.sum_comm]
        refine Finset.sum_congr rfl fun i _ => ?_
        rw [Finset.sum_comm]
        refine Finset.sum_congr rfl fun j _ => ?_
        simp only [Finset.sum_mul]

/-- When the concentrations sum to one, a quadratic form `A` is a bowing law with values
`A i i` and bowing parameters `A i i + A j j - A i j - A j i`. -/
theorem quadratic_form_eq_bowingLaw (A : Fin M → Fin M → ℝ) (c : Fin M → ℝ)
    (hc : ∑ i, c i = 1) :
    ∑ i, ∑ j, A i j * c i * c j =
      bowingLaw (fun i => A i i) (fun i j => A i i + A j j - A i j - A j i) c := by
  have h1 : ∑ i, c i * A i i = ∑ i, ∑ j, A i i * c i * c j := by
    refine Finset.sum_congr rfl fun i _ => ?_
    rw [← Finset.mul_sum, hc]
    ring
  -- fold the sum over ordered pairs onto the pairs `i < j`
  have h2 : ∑ i, ∑ j, (if i < j then (A i i + A j j - A i j - A j i) * c i * c j else 0)
      = ∑ i, ∑ j, (A i i - A i j) * c i * c j := by
    have hs : ∑ i, ∑ j, (if i < j then (A j j - A j i) * c i * c j else 0)
        = ∑ i, ∑ j, (if j < i then (A i i - A i j) * c j * c i else 0) := Finset.sum_comm
    calc _ = (∑ i, ∑ j, (if i < j then (A i i - A i j) * c i * c j else 0))
          + ∑ i, ∑ j, (if i < j then (A j j - A j i) * c i * c j else 0) := by
          simp only [← Finset.sum_add_distrib]
          refine Finset.sum_congr rfl fun i _ => Finset.sum_congr rfl fun j _ => ?_
          split_ifs <;> ring
      _ = _ := by
          rw [hs]
          simp only [← Finset.sum_add_distrib]
          refine Finset.sum_congr rfl fun i _ => Finset.sum_congr rfl fun j _ => ?_
          rcases lt_trichotomy i j with h | h | h
          · rw [if_pos h, if_neg (lt_asymm h)]
            ring
          · subst h
            simp
          · rw [if_neg (lt_asymm h), if_pos h]
            ring
  simp only [bowingLaw]
  rw [h1, h2]
  simp only [← Finset.sum_sub_distrib]
  refine Finset.sum_congr rfl fun i _ => Finset.sum_congr rfl fun j _ => ?_
  ring

/-- At the pure component `i` the bowing law returns `P i`. -/
theorem bowingLaw_endMember (P : Fin M → ℝ) (b : Fin M → Fin M → ℝ) (i : Fin M) :
    bowingLaw P b (endMember i) = P i := by
  have h : ∑ k, ∑ l, (if k < l then b k l * endMember i k * endMember i l else 0) = 0 := by
    refine Finset.sum_eq_zero fun k _ => Finset.sum_eq_zero fun l _ => ?_
    split_ifs with hkl
    · by_cases hk : k = i
      · have hl : l ≠ i := fun hl => hkl.ne (hk.trans hl.symm)
        simp [endMember, hl]
      · simp [endMember, hk]
    · rfl
  rw [bowingLaw, h]
  simp [endMember]

/-- On the binary edge between components `i < j` the bowing law is the binary formula
`x P_i + (1 - x) P_j - b_ij x (1 - x)`. -/
theorem bowingLaw_binary (P : Fin M → ℝ) (b : Fin M → Fin M → ℝ) {i j : Fin M}
    (hij : i < j) (x : ℝ) :
    bowingLaw P b (binary i j x) = x * P i + (1 - x) * P j - b i j * x * (1 - x) := by
  have hz : ∀ k, k ≠ i → k ≠ j → binary i j x k = 0 := by
    intro k h1 h2
    simp [binary, h1, h2]
  have hi : binary i j x i = x := by simp [binary, hij.ne]
  have hj : binary i j x j = 1 - x := by simp [binary, hij.ne']
  have hlin : ∑ k, binary i j x k * P k = x * P i + (1 - x) * P j := by
    simp [binary, add_mul, Finset.sum_add_distrib, ite_mul]
  -- only the pair `(i, j)` contributes to the bowing
  have hq : ∑ k, ∑ l, (if k < l then b k l * binary i j x k * binary i j x l else 0)
      = b i j * x * (1 - x) := by
    rw [Fintype.sum_eq_single i, Fintype.sum_eq_single j, if_pos hij, hi, hj]
    · intro l hl
      split_ifs with h
      · rw [hz l h.ne' hl, mul_zero]
      · rfl
    · intro k hk
      refine Finset.sum_eq_zero fun l _ => ?_
      split_ifs with h
      · by_cases hkj : k = j
        · subst hkj
          rw [hz l (hij.trans h).ne' h.ne', mul_zero]
        · rw [hz k hk hkj, mul_zero, zero_mul]
      · rfl
  rw [bowingLaw, hlin, hq]

/-- A property polynomial of total degree at most 2 follows a bowing law on the whole simplex
exactly when the `P i` are its end-member values and the `b i j`, `i < j`, are its
binary bowing parameters. -/
theorem eq_bowingLaw_iff (p : MvPolynomial (Fin M) ℝ) (hp : p.totalDegree ≤ 2)
    (P : Fin M → ℝ) (b : Fin M → Fin M → ℝ) :
    (∀ c ∈ stdSimplex ℝ (Fin M), eval c p = bowingLaw P b c) ↔
      (∀ i, P i = eval (endMember i) p) ∧
        ∀ i j, i < j → b i j = bowingParameter (fun c => eval c p) i j := by
  -- pure and binary compositions fix the coefficients of any valid law
  have fwd : ∀ (P : Fin M → ℝ) (b : Fin M → Fin M → ℝ),
      (∀ c ∈ stdSimplex ℝ (Fin M), eval c p = bowingLaw P b c) →
      (∀ i, P i = eval (endMember i) p) ∧
        ∀ i j, i < j → b i j = bowingParameter (fun c => eval c p) i j := by
    intro P b h
    have hP : ∀ i, eval (endMember i) p = P i := fun i => by
      rw [h _ (endMember_mem i), bowingLaw_endMember]
    refine ⟨fun i => (hP i).symm, fun i j hij => ?_⟩
    have hm := h _ (binary_mem i j (x := 1 / 2) (by norm_num) (by norm_num))
    rw [bowingLaw_binary P b hij] at hm
    simp only [bowingParameter]
    rw [hP i, hP j, hm]
    ring
  refine ⟨fwd P b, ?_⟩
  rintro ⟨hP, hb⟩ c hc
  -- some law holds, and its coefficients are the given ones
  obtain ⟨A, hA⟩ := exists_quadratic_form p hp
  have h0 := fun (c : Fin M → ℝ) (hc : c ∈ stdSimplex ℝ (Fin M)) =>
    (hA c hc.2).trans (quadratic_form_eq_bowingLaw A c hc.2)
  obtain ⟨hP0, hb0⟩ := fwd _ _ h0
  rw [h0 c hc]
  unfold bowingLaw
  congr 1
  · exact Finset.sum_congr rfl fun i _ => by rw [hP i, ← hP0 i]
  · refine Finset.sum_congr rfl fun i _ => Finset.sum_congr rfl fun j _ => ?_
    split_ifs with h
    · rw [hb i j h, ← hb0 i j h]
    · rfl

/-- Every polynomial of total degree at most 2 in the concentrations follows a bowing law on
the simplex, with unique `P i` and unique `b i j` for `i < j` (the unused entries of `b`
being set to zero). -/
theorem existsUnique_bowingLaw (p : MvPolynomial (Fin M) ℝ) (hp : p.totalDegree ≤ 2) :
    ∃! q : (Fin M → ℝ) × (Fin M → Fin M → ℝ),
      (∀ i j, ¬ i < j → q.2 i j = 0) ∧
        ∀ c ∈ stdSimplex ℝ (Fin M), eval c p = bowingLaw q.1 q.2 c := by
  refine ⟨(fun i => eval (endMember i) p,
    fun i j => if i < j then bowingParameter (fun c => eval c p) i j else 0),
    ⟨fun i j h => if_neg h,
      (eq_bowingLaw_iff p hp _ _).2 ⟨fun _ => rfl, fun i j h => if_pos h⟩⟩, ?_⟩
  rintro ⟨P, b⟩ ⟨h0, h⟩
  obtain ⟨hP, hb⟩ := (eq_bowingLaw_iff p hp P b).1 h
  refine Prod.ext (funext hP) (funext fun i => funext fun j => ?_)
  show b i j = if i < j then bowingParameter (fun c => eval c p) i j else 0
  split_ifs with hij
  · exact hb i j hij
  · exact h0 i j hij

/-- Two polynomials of total degree at most 2 that agree at all end members and all equimolar
binary alloys agree on the whole composition simplex. -/
theorem eq_of_binary_data (p q : MvPolynomial (Fin M) ℝ) (hp : p.totalDegree ≤ 2)
    (hq : q.totalDegree ≤ 2) (h1 : ∀ i, eval (endMember i) p = eval (endMember i) q)
    (h2 : ∀ i j, i < j → eval (binary i j (1 / 2)) p = eval (binary i j (1 / 2)) q) :
    ∀ c ∈ stdSimplex ℝ (Fin M), eval c p = eval c q := by
  intro c hc
  have ep := (eq_bowingLaw_iff p hp (fun i => eval (endMember i) p)
    (bowingParameter fun c => eval c p)).2 ⟨fun _ => rfl, fun _ _ _ => rfl⟩
  have eq := (eq_bowingLaw_iff q hq (fun i => eval (endMember i) p)
    (bowingParameter fun c => eval c p)).2 ⟨h1, fun i j hij => by
      simp only [bowingParameter]
      rw [h1 i, h1 j, h2 i j hij]⟩
  rw [ep c hc, eq c hc]

/-- The cubic `c₀ c₁ c₂` vanishes on every binary edge of a ternary alloy, yet equals `1/27`
at the equimolar ternary composition. -/
theorem ternary_term_invisible :
    (∀ (i j : Fin 3) (x : ℝ),
      eval (binary i j x) (X 0 * X 1 * X 2 : MvPolynomial (Fin 3) ℝ) = 0) ∧
    eval (fun _ => 1 / 3) (X 0 * X 1 * X 2 : MvPolynomial (Fin 3) ℝ) = 1 / 27 := by
  constructor
  · intro i j x
    fin_cases i <;> fin_cases j <;> simp [binary]
  · simp only [map_mul, eval_X]
    norm_num

end

end MulticomponentBowing
```

```lean
#print axioms MulticomponentBowing.existsUnique_bowingLaw
#print axioms MulticomponentBowing.eq_of_binary_data
#print axioms MulticomponentBowing.ternary_term_invisible
```

```
'MulticomponentBowing.existsUnique_bowingLaw' depends on axioms: [propext, Classical.choice, Quot.sound]
'MulticomponentBowing.eq_of_binary_data' depends on axioms: [propext, Classical.choice, Quot.sound]
'MulticomponentBowing.ternary_term_invisible' depends on axioms: [propext, Classical.choice, Quot.sound]
```

## From monomials to the unique law

`monomial_peel` does the multiplication by $\sum_i c_i=1$ one monomial at a time. If all exponents are zero, the constant 1 is replaced by the sum of the concentrations; otherwise one factor $c_k$ is split off. `exists_quadratic_form` uses it twice, after which no factors remain, and adds up the monomials of $p$ to obtain the matrix $A$.

`quadratic_form_eq_bowingLaw` removes the squares. `Finset.sum_comm` swaps the names in half of the pair sum, and `lt_trichotomy` compares the terms for $i<j$, $i=j$ and $i>j$. The two evaluations at pure and binary compositions are `bowingLaw_endMember` and `bowingLaw_binary`.

In `eq_bowingLaw_iff`, the internal step `fwd` reads the coefficients off any valid law. The converse takes the law built from $A$, applies `fwd` to it, and finds that its coefficients are the prescribed ones, so $p$ never has to be evaluated through $A$ at a midpoint. The next two theorems follow from this equivalence: one packages the coefficients, the other shows that both polynomials obey the same law. The cubic example is checked for each pair of components by `fin_cases`.

## How `choose` collects the matrices

Each monomial `d` of $p$ has its own matrix, and these must be summed into one. The statement `key` provides a matrix for every `d`, and `choose B hB using key` turns this into a function `B` that can stand inside the sum over `p.support`.

Two details of `key` matter here. The matrix comes before the composition `c` in the order of quantifiers, so a single matrix serves all compositions. The condition `d ∈ p.support` comes after the matrix, so `B` takes only `d` as its argument. With the condition in front, plain `choose` would return a function that also needs a proof of membership, which is awkward inside a sum. For monomials that don't occur in $p$, the zero matrix serves as a filler.
